# Extended Hückel H₂ with a coupling constant above one has no equilibrium distance without an added repulsion

## Pulling two hydrogen atoms apart

Take two hydrogen atoms a distance $R$ apart and put both electrons in the bonding orbital. The real molecule has a preferred distance: the energy rises when the atoms are pulled apart and also when they are pushed together. In the simplest form of extended Hückel theory the total energy is the sum of the occupied orbital energies, here twice the bonding level. Does this energy also have a minimum at some positive distance, which could be read as a bond length?

For the usual choice of parameters it does not. The bonding level keeps falling as the atoms approach. In this two-orbital, non-interacting model with parameters that do not change with the distance, a scan of the distance can therefore produce a bond length only if a further term, such as a repulsion between the atoms, is added to the orbital energy.

## Two orbitals and a coupling rule

The basis consists of one 1s orbital on each atom. With $R$ in atomic units, their overlap is

$$S(R)=e^{-R}\left(1+R+\frac{R^2}{3}\right).$$

Both orbitals have the on-site energy $a$. It stands for the energy of an electron bound in the free atom, measured from the ionised state, and so $a<0$. The coupling between the orbitals follows the Wolfsberg–Helmholz rule, which sets it proportional to the overlap and to the mean on-site energy. For two equal atoms it is $KaS$, where the dimensionless constant $K$ is an empirical parameter that fixes the strength of the coupling. The Hamiltonian and overlap matrices are

$$H=\begin{pmatrix}a&KaS\\KaS&a\end{pmatrix},\qquad
\Sigma=\begin{pmatrix}1&S\\S&1\end{pmatrix}.$$

The allowed energies $E$ solve $\det(H-E\Sigma)=0$. They are

$$E_+(R)=\frac{a(1+KS)}{1+S},\qquad E_-(R)=\frac{a(1-KS)}{1-S}.$$

The first belongs to the even combination of the two orbitals and the second to the odd one. For $K>1$ these are the bonding and the antibonding level.

## What the Lean theorems state

The definitions `overlap`, `hamiltonian` and `overlapMatrix` are $S$, $H$ and $\Sigma$, and `bondingEnergy` and `antibondingEnergy` are $E_+$ and $E_-$. All quantities are real numbers. The expression `bondingEnergy a K`, with the distance left out, is the function $R\mapsto E_+(R)$ at fixed parameters.

The central theorem, `no_equilibrium_distance`, assumes $a<0$ and $K>1$ and has two parts:

- `StrictMonoOn (bondingEnergy a K) (Set.Ioi 0)` says that $E_+(R_1)<E_+(R_2)$ whenever $0<R_1<R_2$.
- The second part says that $2E_+$ has no local minimum at any $R>0$. In Lean, `IsLocalMin` asks only that no nearby value be lower, so a flat stretch of the curve is excluded as well.

The link to the matrices is `secular_equation`: for $R>0$ and any real $a$, $K$ and $E$, the secular determinant vanishes exactly when $E$ is one of the two levels. The theorem `level_ordering` adds $E_+<a<E_-$ for $a<0$ and $K>1$, which justifies the names bonding and antibonding.

Three further theorems vary the model. `repulsion_at_equilibrium` adds a function $V$ to the two-electron energy and gives a condition on its slope at any local minimum at a positive distance where $V$ is differentiable. `bondingEnergy_K_one` and `strictAntiOn_of_K_lt_one` treat $K=1$ and $K<1$.

The overlap formula enters as a definition; it is not derived from an integral over the orbitals. The orbital exponent, the on-site energy and the coupling constant $K$ stay fixed as the distance changes, and there is no electron–electron interaction. The results concern positive distances only, so they say nothing about coinciding nuclei.

## The two levels by hand

First, the overlap lies strictly between zero and one. It is positive because every factor is positive. For $R>0$ the exponential satisfies

$$e^R\ge 1+R+\frac{R^2}{2}>1+R+\frac{R^2}{3},$$

and multiplication by $e^{-R}$ gives $S<1$. Both denominators $1+S$ and $1-S$ are therefore positive.

The secular determinant is a difference of two squares:

$$\begin{aligned}
\det(H-E\Sigma)&=(a-E)^2-(KaS-ES)^2\\
&=\big[a(1+KS)-E(1+S)\big]\big[a(1-KS)-E(1-S)\big].
\end{aligned}$$

It vanishes exactly when one of the brackets does, and solving each bracket for $E$ gives $E_+$ and $E_-$. Their distances from the atomic level are

$$E_+-a=\frac{a(K-1)S}{1+S},\qquad E_--a=-\frac{a(K-1)S}{1-S}.$$

For $a<0$ and $K>1$ the first is negative and the second positive.

## The slope along the bond

The product rule gives the slope of the overlap:

$$\begin{aligned}
S'(R)&=-e^{-R}\left(1+R+\frac{R^2}{3}\right)+e^{-R}\left(1+\frac{2R}{3}\right)\\
&=-\frac{e^{-R}(R+R^2)}{3}.
\end{aligned}$$

The quotient rule gives the response of the bonding level to the overlap:

$$\frac{dE_+}{dS}=a\,\frac{K(1+S)-(1+KS)}{(1+S)^2}=\frac{a(K-1)}{(1+S)^2}.$$

By the chain rule,

$$E_+'(R)=-a(K-1)\,\frac{e^{-R}(R+R^2)}{3(1+S)^2}.$$

For $a<0$, $K>1$ and $R>0$ every factor in $-a\,(K-1)\,e^{-R}(R+R^2)$ is positive, and so is the denominator. Hence $E_+'(R)>0$ and the level rises strictly with distance. A local minimum of $2E_+$ at a positive distance would need $2E_+'(R)=0$, which is impossible.

## The condition on an added repulsion

Keep $a<0$ and $K>1$, and let the total energy be $2E_+(R)+V(R)$. If it has a local minimum at some $R>0$ and $V$ is differentiable there, the total slope vanishes:

$$V'(R)=-2E_+'(R)<0.$$

The added term must push the atoms apart at that distance, with a force that exactly balances the pull of the two bonding electrons. The condition is necessary for a minimum. It does not guarantee that a given $V$ produces one.

## Coupling constants at and below one

At $K=1$ the numerator of $E_+$ is $a(1+S)$, so $E_+=a$ at every positive distance. The coupling then only compensates for the overlap, and the orbital energy gives no force.

For $K<1$ the direction reverses. Write $E_+^{(K)}$ to show the dependence on the constant. Then

$$E_+^{(K)}+E_+^{(2-K)}=\frac{a\big[(1+KS)+(1+(2-K)S)\big]}{1+S}=2a,$$

so that $E_+^{(K)}=2a-E_+^{(2-K)}$. Since $2-K>1$, the subtracted level rises strictly with distance, and $E_+^{(K)}$ falls strictly. The even combination now lies above $a$, so the name "bonding" no longer describes it. For $a<0$ the level thus rises with distance exactly when $K>1$.

## The complete Lean file

```lean
import Mathlib

open Matrix

namespace ExtendedHueckelH2

noncomputable section

/-- The overlap of two hydrogen 1s orbitals at distance `R`, in atomic units. -/
def overlap (R : ℝ) : ℝ := Real.exp (-R) * (1 + R + R ^ 2 / 3)

/-- The extended Hückel Hamiltonian of H2: on-site energy `a` and the
Wolfsberg-Helmholz coupling `K a S`. -/
def hamiltonian (a K R : ℝ) : Matrix (Fin 2) (Fin 2) ℝ :=
  !![a, K * a * overlap R; K * a * overlap R, a]

/-- The overlap matrix of the two 1s orbitals. -/
def overlapMatrix (R : ℝ) : Matrix (Fin 2) (Fin 2) ℝ :=
  !![1, overlap R; overlap R, 1]

/-- The energy of the even combination of the two orbitals. It is the bonding level when `a < 0` and
`K > 1`. -/
def bondingEnergy (a K R : ℝ) : ℝ := a * (1 + K * overlap R) / (1 + overlap R)

/-- The energy of the odd combination of the two orbitals at a positive distance. It is the
antibonding level when `a < 0` and `K > 1`. -/
def antibondingEnergy (a K R : ℝ) : ℝ := a * (1 - K * overlap R) / (1 - overlap R)

/-- The closed formula for the slope of the bonding energy along the bond distance. -/
def bondingSlope (a K R : ℝ) : ℝ :=
  -a * (K - 1) * (Real.exp (-R) * (R + R ^ 2) / 3) / (1 + overlap R) ^ 2

/-- At any positive distance the overlap lies strictly between zero and one. -/
theorem overlap_bounds {R : ℝ} (hR : 0 < R) : 0 < overlap R ∧ overlap R < 1 := by
  constructor
  · unfold overlap
    positivity
  · have h := Real.quadratic_le_exp_of_nonneg hR.le
    have h1 : Real.exp (-R) * Real.exp R = 1 := by
      rw [← Real.exp_add]
      simp
    have h2 : 1 + R + R ^ 2 / 3 < Real.exp R := by
      have := pow_pos hR 2
      linarith
    have h3 := mul_lt_mul_of_pos_left h2 (Real.exp_pos (-R))
    unfold overlap
    linarith

/-- At any positive distance the secular determinant vanishes exactly when `E` is `bondingEnergy` or
`antibondingEnergy`. -/
theorem secular_equation (a K E : ℝ) {R : ℝ} (hR : 0 < R) :
    (hamiltonian a K R - E • overlapMatrix R).det = 0 ↔
      E = bondingEnergy a K R ∨ E = antibondingEnergy a K R := by
  obtain ⟨h0, h1⟩ := overlap_bounds hR
  have hp : 1 + overlap R ≠ 0 := by linarith
  have hm : 1 - overlap R ≠ 0 := by linarith
  -- the determinant splits into the even and the odd combination
  have hdet : (hamiltonian a K R - E • overlapMatrix R).det =
      (a * (1 + K * overlap R) - E * (1 + overlap R)) *
        (a * (1 - K * overlap R) - E * (1 - overlap R)) := by
    rw [Matrix.det_fin_two]
    simp only [hamiltonian, overlapMatrix, Matrix.sub_apply, Matrix.smul_apply,
      Matrix.of_apply, Matrix.cons_val', Matrix.cons_val_zero, Matrix.cons_val_one,
      Matrix.cons_val_fin_one, smul_eq_mul]
    ring
  rw [hdet, mul_eq_zero, bondingEnergy, antibondingEnergy, eq_div_iff hp, eq_div_iff hm]
  constructor
  · rintro (h | h)
    · exact Or.inl (by linarith)
    · exact Or.inr (by linarith)
  · rintro (h | h)
    · exact Or.inl (by linarith)
    · exact Or.inr (by linarith)

/-- For `a < 0` and `K > 1`, at any positive distance, the bonding level lies below the atomic level
`a` and the antibonding level above it. -/
theorem level_ordering {a K R : ℝ} (ha : a < 0) (hK : 1 < K) (hR : 0 < R) :
    bondingEnergy a K R < a ∧ a < antibondingEnergy a K R := by
  obtain ⟨h0, h1⟩ := overlap_bounds hR
  have h := mul_pos (mul_pos (neg_pos.2 ha) (sub_pos.2 hK)) h0
  constructor
  · rw [bondingEnergy, div_lt_iff₀ (by linarith)]
    nlinarith [h]
  · rw [antibondingEnergy, lt_div_iff₀ (by linarith)]
    nlinarith [h]

/-- At any positive distance the derivative of `bondingEnergy` with respect to the distance is
`bondingSlope`. -/
theorem hasDerivAt_bondingEnergy (a K : ℝ) {R : ℝ} (hR : 0 < R) :
    HasDerivAt (bondingEnergy a K) (bondingSlope a K R) R := by
  have hne : 1 + overlap R ≠ 0 := by linarith [(overlap_bounds hR).1]
  have he : HasDerivAt (fun x : ℝ => Real.exp (-x)) (-Real.exp (-R)) R := by
    simpa using ((hasDerivAt_id' R).fun_neg).exp
  have hp : HasDerivAt (fun x : ℝ => 1 + x + x ^ 2 / 3) (1 + 2 * R / 3) R := by
    have h := ((hasDerivAt_id' R).const_add 1).fun_add
      (((hasDerivAt_id' R).fun_pow 2).div_const 3)
    exact h.congr_deriv (by norm_num)
  -- slope of the overlap, then the quotient rule
  have hS : HasDerivAt overlap (-(Real.exp (-R) * (R + R ^ 2) / 3)) R :=
    (he.fun_mul hp).congr_deriv (by ring)
  have h := (((hS.const_mul K).const_add 1).const_mul a).fun_div (hS.const_add 1) hne
  refine HasDerivAt.congr_deriv h ?_
  unfold bondingSlope
  ring

/-- For `a < 0` and `K > 1` the slope of the bonding energy is positive at every
positive distance. -/
theorem bondingSlope_pos {a K R : ℝ} (ha : a < 0) (hK : 1 < K) (hR : 0 < R) :
    0 < bondingSlope a K R := by
  have h0 := (overlap_bounds hR).1
  have h1 : 0 < -a := neg_pos.2 ha
  have h2 : 0 < K - 1 := sub_pos.2 hK
  unfold bondingSlope
  positivity

/-- For `a < 0` and `K > 1` the bonding energy rises strictly with the distance on the positive
half-line, and the energy of two electrons in the bonding orbital has no local minimum at any
positive distance. -/
theorem no_equilibrium_distance {a K : ℝ} (ha : a < 0) (hK : 1 < K) :
    StrictMonoOn (bondingEnergy a K) (Set.Ioi 0) ∧
      ∀ R : ℝ, 0 < R → ¬ IsLocalMin (fun r => 2 * bondingEnergy a K r) R := by
  constructor
  · apply strictMonoOn_of_deriv_pos (convex_Ioi 0)
    · intro x hx
      exact (hasDerivAt_bondingEnergy a K hx).continuousAt.continuousWithinAt
    · intro x hx
      rw [interior_Ioi] at hx
      rw [(hasDerivAt_bondingEnergy a K hx).deriv]
      exact bondingSlope_pos ha hK hx
  · intro R hR hmin
    -- a local minimum would need a vanishing slope
    have h := hmin.hasDerivAt_eq_zero ((hasDerivAt_bondingEnergy a K hR).const_mul 2)
    linarith [bondingSlope_pos ha hK hR]

/-- Let `a < 0`, `K > 1` and `R > 0`. If a function `V`, differentiable at `R`, is added to the
two-electron energy and the sum has a local minimum at `R`, then the slope of `V` there is negative
and cancels the slope of the two-electron energy. -/
theorem repulsion_at_equilibrium {a K R v : ℝ} {V : ℝ → ℝ} (ha : a < 0) (hK : 1 < K)
    (hR : 0 < R) (hV : HasDerivAt V v R)
    (hmin : IsLocalMin (fun r => 2 * bondingEnergy a K r + V r) R) :
    v = -(2 * bondingSlope a K R) ∧ v < 0 := by
  have h := hmin.hasDerivAt_eq_zero
    (((hasDerivAt_bondingEnergy a K hR).const_mul 2).fun_add hV)
  have hs := bondingSlope_pos ha hK hR
  constructor <;> linarith

/-- At `K = 1` the bonding energy equals the atomic level `a` at every positive distance. -/
theorem bondingEnergy_K_one (a : ℝ) {R : ℝ} (hR : 0 < R) : bondingEnergy a 1 R = a := by
  have hne : 1 + overlap R ≠ 0 := by linarith [(overlap_bounds hR).1]
  rw [bondingEnergy, one_mul, mul_div_assoc, div_self hne, mul_one]

/-- For `a < 0` and `K < 1` the function `bondingEnergy a K` falls strictly with the distance on the
positive half-line. -/
theorem strictAntiOn_of_K_lt_one {a K : ℝ} (ha : a < 0) (hK : K < 1) :
    StrictAntiOn (bondingEnergy a K) (Set.Ioi 0) := by
  -- reflection of the coupling constant about one reflects the energy about `a`
  have hrefl : ∀ R : ℝ, 0 < R →
      bondingEnergy a K R = 2 * a - bondingEnergy a (2 - K) R := by
    intro R hR
    have hne : 1 + overlap R ≠ 0 := by linarith [(overlap_bounds hR).1]
    rw [bondingEnergy, bondingEnergy, eq_sub_iff_add_eq, ← add_div, div_eq_iff hne]
    ring
  intro x hx y hy hxy
  have h := (no_equilibrium_distance ha (show 1 < 2 - K by linarith)).1 hx hy hxy
  rw [hrefl x hx, hrefl y hy]
  linarith

end

end ExtendedHueckelH2
```

```lean
#print axioms ExtendedHueckelH2.level_ordering
-- 'ExtendedHueckelH2.level_ordering' depends on axioms: [propext, Classical.choice, Quot.sound]
#print axioms ExtendedHueckelH2.repulsion_at_equilibrium
-- 'ExtendedHueckelH2.repulsion_at_equilibrium' depends on axioms: [propext, Classical.choice, Quot.sound]
#print axioms ExtendedHueckelH2.bondingEnergy_K_one
-- 'ExtendedHueckelH2.bondingEnergy_K_one' depends on axioms: [propext, Classical.choice, Quot.sound]
#print axioms ExtendedHueckelH2.strictAntiOn_of_K_lt_one
-- 'ExtendedHueckelH2.strictAntiOn_of_K_lt_one' depends on axioms: [propext, Classical.choice, Quot.sound]
```

## How the bounds and the determinant are proved

In `overlap_bounds` the tactic `positivity` settles $S>0$. The upper bound uses the library lemma `Real.quadratic_le_exp_of_nonneg`, which is the inequality $1+R+R^2/2\le e^R$. The step `h2` replaces $R^2/2$ by the smaller $R^2/3$ and makes the inequality strict, and `h3` multiplies it by $e^{-R}$. With $e^{-R}e^R=1$ from `h1`, the bound follows.

The factorisation of the secular determinant is the step `hdet` in `secular_equation`. The formula for a $2\times2$ determinant is expanded in the matrix entries, and `ring` checks the product of the two brackets. Then `mul_eq_zero` splits the product into two cases, while `eq_div_iff` clears the denominators in the two energy formulas. The bounds on $S$ supply the nonzero denominators, and what remains in each case is a rearrangement.

For `level_ordering` the one essential fact is $-a(K-1)S>0$, stored as `h`. After multiplication by the positive denominators, both inequalities reduce to it.

## How the derivative yields monotonicity

The proof of `hasDerivAt_bondingEnergy` follows the differentiation by hand. The facts `he` and `hp` differentiate the exponential and the polynomial, and `hS` combines them by the product rule into $S'(R)$. The quotient rule, `fun_div`, is then applied to $E_+$ directly, without passing through $dE_+/dS$, and `ring` identifies the result with the closed formula `bondingSlope`. The sign of that formula is a separate lemma, `bondingSlope_pos`: once $-a>0$, $K-1>0$ and $S>0$ are available, `positivity` finishes it.

The first half of `no_equilibrium_distance` applies `strictMonoOn_of_deriv_pos`, a consequence of the mean value theorem. It needs a convex set, here the positive half-line, continuity on that set and a positive derivative in its interior. Continuity comes from differentiability. The second half uses `IsLocalMin.hasDerivAt_eq_zero`, which says that the derivative at a local minimum is zero. Applied to $2E_+$, this contradicts the positive slope.

The same lemma proves `repulsion_at_equilibrium`, now with the slope `v` of $V$ added. The hypothesis `hV` asks for differentiability only at the distance $R$ in question. Nothing in the theorem requires $V$ to be repulsive beforehand: the negative slope is a conclusion.

The case $K=1$ is a cancellation of $1+S$. For $K<1$, the step `hrefl` proves the reflection identity by clearing the common denominator. The theorem for constants above one is then applied to $2-K$, and the identity turns its strict increase into the strict decrease of the original level.
